# Graph-state operators commute pairwise and square to one

Let $X_v, Z_v$ be elements of a ring that square to 1, anticommute on the same vertex and otherwise commute. For every simple graph in which each vertex has finitely many neighbours, the operators

$$K_v = X_v \prod_{u\sim v} Z_u$$

commute pairwise and satisfy $K_v^2=1$.

## Commuting checks on a qubit register

Put one qubit on each vertex, with $X_v$ the bit flip and $Z_v$ the phase flip. A graph state is a state fixed by every $K_v$. Since $K_v^2=1$, a measurement of $K_v$ can only give $\pm1$, and since the $K_v$ commute, all these signs can be measured together. If phase flips are the only errors on a graph state and the signs are measured without error, the signs show which qubits were flipped.

## One sign for each directed link

For a finite vertex set $S$ write $Z_S=\prod_{u\in S}Z_u$, and let $\varepsilon_v(S)=-1$ if $v\in S$ and $1$ otherwise. The order of the factors in $Z_S$ is irrelevant because the $Z_u$ commute. For the same reason, $Z_S^2=\prod_{u\in S} Z_u^2=1$.

If $v\notin S$, then $X_v$ commutes with every factor of $Z_S$. If $v\in S$, split off the one factor that anticommutes:

$$X_vZ_vZ_{S\setminus\{v\}}=-Z_vX_vZ_{S\setminus\{v\}}=-Z_SX_v .$$

Both cases read $X_vZ_S=\varepsilon_v(S)\,Z_SX_v$.

Now give each vertex an arbitrary finite neighbourhood $N(v)$ and set $K_v=X_vZ_{N(v)}$. Then

$$\begin{aligned}
K_uK_v&=X_uZ_{N(u)}X_vZ_{N(v)}\\
&=\varepsilon_v(N(u))\,X_uX_vZ_{N(u)}Z_{N(v)}\\
&=\varepsilon_v(N(u))\,X_vX_uZ_{N(v)}Z_{N(u)}\\
&=\varepsilon_v(N(u))\,\varepsilon_u(N(v))\,K_vK_u .
\end{aligned}$$

In a graph, $v\in N(u)$ exactly when $u\in N(v)$, so the two signs are equal and their product is 1. If the link goes one way only, a single minus sign survives and the generators anticommute.

A simple graph has no loops, so $v\notin N(v)$ and $X_v$ commutes with $Z_{N(v)}$:

$$K_v^2=Z_{N(v)}X_vX_vZ_{N(v)}=Z_{N(v)}^2=1 .$$

## Reading off phase errors

Suppose $K_v\psi=\psi$ for all $v$, and phase flips hit the qubits in $S$. Then

$$K_vZ_S\psi=X_vZ_SZ_{N(v)}\psi=\varepsilon_v(S)\,Z_SK_v\psi=\varepsilon_v(S)\,Z_S\psi .$$

The sign is $-1$ exactly at the damaged vertices.

## The same check in binary form

On a finite register, a stabilizer simulator can store each $K_v$, apart from its overall sign, as a binary row: a block marking the $X$ factors, then a block marking the $Z$ factors. If the neighbourhoods are entered as a 0/1 matrix $A$, the rows form $(I\,|\,A)$, and the operators they describe commute pairwise exactly when $A+A^{T}=0$ modulo 2. An edge entered in only one direction fails this test.

## The Lean file

```lean
import Mathlib

namespace GraphState

/-- Pauli operators `X v`, `Z v` on the vertices: involutions that anticommute on the same
vertex and commute otherwise. -/
structure PauliFamily (V R : Type*) [Ring R] where
  X : V → R
  Z : V → R
  X_sq : ∀ v, X v * X v = 1
  Z_sq : ∀ v, Z v * Z v = 1
  X_comm : ∀ u v, X u * X v = X v * X u
  Z_comm : ∀ u v, Z u * Z v = Z v * Z u
  XZ_comm : ∀ u v, u ≠ v → X u * Z v = Z v * X u
  XZ_anti : ∀ v, X v * Z v = -(Z v * X v)

variable {V R : Type*} [DecidableEq V] [Ring R]

/-- The product of the operators `Z u` over a finite set of vertices. -/
def PauliFamily.zProd (P : PauliFamily V R) (s : Finset V) : R :=
  s.noncommProd P.Z (fun u _ v _ _ => P.Z_comm u v)

/-- The operator `X v` times the product of `Z u` over a prescribed neighbourhood `N v`. -/
def PauliFamily.generator (P : PauliFamily V R) (N : V → Finset V) (v : V) : R :=
  P.X v * P.zProd (N v)

/-- The graph-state operator `K v`: `X v` times the product of `Z u` over the neighbours of `v`. -/
def PauliFamily.stabilizer (P : PauliFamily V R) (G : SimpleGraph V)
    [∀ v, Fintype (G.neighborSet v)] (v : V) : R :=
  P.generator (fun w => G.neighborFinset w) v

/-- The sign `-1` if the vertex lies in the set, and `1` otherwise. -/
def zSign (v : V) (s : Finset V) : ℤ := if v ∈ s then -1 else 1

/-- Adding a new vertex to the set multiplies the product of `Z` operators by `Z v`. -/
theorem zProd_insert (P : PauliFamily V R) {s : Finset V} {v : V} (h : v ∉ s) :
    P.zProd (insert v s) = P.Z v * P.zProd s :=
  Finset.noncommProd_insert_of_notMem _ _ _ _ h

omit [DecidableEq V] in
/-- Products of `Z` operators over any two finite sets of vertices commute. -/
theorem zProd_comm (P : PauliFamily V R) (s t : Finset V) :
    P.zProd s * P.zProd t = P.zProd t * P.zProd s := by
  have h : ∀ u, Commute (P.Z u) (P.zProd s) := fun u =>
    Finset.noncommProd_commute _ _ _ _ (fun v _ => P.Z_comm u v)
  exact (Finset.noncommProd_commute t P.Z _ (P.zProd s) (fun u _ => (h u).symm)).eq

/-- A product of `Z` operators over a finite set of vertices squares to one. -/
theorem zProd_sq (P : PauliFamily V R) (s : Finset V) : P.zProd s * P.zProd s = 1 := by
  induction s using Finset.induction_on with
  | empty =>
    have h : P.zProd (∅ : Finset V) = 1 := Finset.noncommProd_empty _ _
    rw [h, one_mul]
  | insert a s ha ih =>
    have hc : P.Z a * P.zProd s = P.zProd s * P.Z a :=
      (Finset.noncommProd_commute s P.Z _ (P.Z a) (fun v _ => P.Z_comm a v)).eq
    rw [zProd_insert P ha]
    calc P.Z a * P.zProd s * (P.Z a * P.zProd s)
        = P.Z a * (P.zProd s * P.Z a) * P.zProd s := by simp only [mul_assoc]
      _ = (P.Z a * P.Z a) * (P.zProd s * P.zProd s) := by rw [← hc]; simp only [mul_assoc]
      _ = 1 := by rw [P.Z_sq, ih, one_mul]

/-- Moving `X v` through a product of `Z` operators costs a sign exactly when `v` is in the set. -/
theorem X_mul_zProd (P : PauliFamily V R) (v : V) (s : Finset V) :
    P.X v * P.zProd s = zSign v s • (P.zProd s * P.X v) := by
  have key : ∀ t : Finset V, v ∉ t → P.X v * P.zProd t = P.zProd t * P.X v := fun t ht =>
    (Finset.noncommProd_commute t P.Z _ (P.X v)
      (fun u hu => P.XZ_comm v u (fun e => ht (e ▸ hu)))).eq
  by_cases h : v ∈ s
  · -- split off the single factor that anticommutes with `X v`
    have hs : P.zProd s = P.Z v * P.zProd (s.erase v) := by
      rw [← zProd_insert P (Finset.notMem_erase v s), Finset.insert_erase h]
    have hk := key (s.erase v) (Finset.notMem_erase v s)
    simp only [zSign, if_pos h, neg_smul, one_smul]
    rw [hs, ← mul_assoc, P.XZ_anti, neg_mul, mul_assoc, hk, mul_assoc]
  · simp only [zSign, if_neg h, one_smul]
    exact key s h

/-- For arbitrary neighbourhoods, exchanging two generators gives one sign for each of the
relations `v ∈ N u` and `u ∈ N v` that holds. -/
theorem generator_exchange (P : PauliFamily V R) (N : V → Finset V) (u v : V) :
    P.generator N u * P.generator N v =
      (zSign v (N u) * zSign u (N v)) • (P.generator N v * P.generator N u) := by
  have h1 : P.zProd (N u) * P.X v = zSign v (N u) • (P.X v * P.zProd (N u)) := by
    rw [X_mul_zProd]
    unfold zSign
    split_ifs <;> simp
  calc P.generator N u * P.generator N v
      = P.X u * (P.zProd (N u) * P.X v) * P.zProd (N v) := by
        simp only [PauliFamily.generator, mul_assoc]
    _ = zSign v (N u) • (P.X u * P.X v * (P.zProd (N u) * P.zProd (N v))) := by
        rw [h1]; simp only [mul_smul_comm, smul_mul_assoc, mul_assoc]
    _ = zSign v (N u) • (P.X v * (P.X u * P.zProd (N v)) * P.zProd (N u)) := by
        rw [P.X_comm u v, zProd_comm P (N u) (N v)]; simp only [mul_assoc]
    _ = _ := by
        rw [X_mul_zProd P u (N v), mul_smul]
        simp only [PauliFamily.generator, mul_smul_comm, smul_mul_assoc, mul_assoc]

/-- The graph-state operators of a locally finite simple graph commute pairwise and square
to one. -/
theorem stabilizer_commute_and_sq (P : PauliFamily V R) (G : SimpleGraph V)
    [∀ v, Fintype (G.neighborSet v)] :
    (∀ u v, P.stabilizer G u * P.stabilizer G v = P.stabilizer G v * P.stabilizer G u) ∧
      ∀ v, P.stabilizer G v * P.stabilizer G v = 1 := by
  constructor
  · intro u v
    unfold PauliFamily.stabilizer
    rw [generator_exchange]
    -- adjacency is symmetric, so the two signs agree and cancel
    by_cases h : G.Adj u v
    · simp [zSign, h, h.symm]
    · have h' : ¬ G.Adj v u := fun k => h k.symm
      simp [zSign, h, h']
  · intro v
    -- there are no loops, so `X v` commutes with its own `Z` product
    have h := X_mul_zProd P v (G.neighborFinset v)
    have hs : zSign v (G.neighborFinset v) = 1 := by simp [zSign]
    rw [hs, one_smul] at h
    change P.X v * P.zProd (G.neighborFinset v) * (P.X v * P.zProd (G.neighborFinset v)) = 1
    nth_rewrite 1 [h]
    rw [mul_assoc, ← mul_assoc (P.X v), P.X_sq, one_mul, zProd_sq]

/-- If `v` is in the neighbourhood of `u` but `u` is not in that of `v`, the two generators
anticommute. -/
theorem one_way_link_anticommute (P : PauliFamily V R) (N : V → Finset V) {u v : V}
    (h : v ∈ N u) (h' : u ∉ N v) :
    P.generator N u * P.generator N v = -(P.generator N v * P.generator N u) := by
  rw [generator_exchange]
  simp [zSign, h, h']

/-- If every `K v` fixes `ψ`, then after `Z` errors on the set `s` the operator `K v` multiplies
the state by `-1` for `v` in `s` and by `1` for `v` outside `s`. -/
theorem z_error_syndrome {M : Type*} [AddCommGroup M] [Module R M] (P : PauliFamily V R)
    (G : SimpleGraph V) [∀ v, Fintype (G.neighborSet v)] (ψ : M)
    (hψ : ∀ v, P.stabilizer G v • ψ = ψ) (s : Finset V) (v : V) :
    P.stabilizer G v • (P.zProd s • ψ) = zSign v s • (P.zProd s • ψ) := by
  have h : P.stabilizer G v * P.zProd s = zSign v s • (P.zProd s * P.stabilizer G v) := by
    change P.X v * P.zProd (G.neighborFinset v) * P.zProd s =
      zSign v s • (P.zProd s * (P.X v * P.zProd (G.neighborFinset v)))
    rw [mul_assoc, zProd_comm P _ s, ← mul_assoc, X_mul_zProd, smul_mul_assoc, mul_assoc]
  rw [← mul_smul, h]
  unfold zSign
  split_ifs <;> simp [mul_smul, hψ v]

/-- The bit string with the bit at `v` flipped. -/
def flipBit (v : V) (b : V → Bool) : V → Bool := fun w => if w = v then !b w else b w

/-- The bit-flip operator on wave functions of a qubit register. -/
def bitFlip (v : V) : Module.End ℂ ((V → Bool) → ℂ) where
  toFun f := fun b => f (flipBit v b)
  map_add' _ _ := rfl
  map_smul' _ _ := rfl

/-- The phase-flip operator on wave functions of a qubit register. -/
noncomputable def phaseFlip (v : V) : Module.End ℂ ((V → Bool) → ℂ) where
  toFun f := fun b => (if b v = true then -1 else 1) * f b
  map_add' f g := by funext b; simp only [Pi.add_apply]; ring
  map_smul' c f := by
    funext b; simp only [Pi.smul_apply, smul_eq_mul, RingHom.id_apply]; ring

/-- The bit flips and phase flips of a qubit register, as a family of Pauli operators. -/
noncomputable def qubits (V : Type*) [DecidableEq V] :
    PauliFamily V (Module.End ℂ ((V → Bool) → ℂ)) where
  X := bitFlip
  Z := phaseFlip
  X_sq v := LinearMap.ext fun f => funext fun b => by
    change f (flipBit v (flipBit v b)) = f b
    congr 1; funext w; simp only [flipBit]; split_ifs <;> simp
  Z_sq v := LinearMap.ext fun f => funext fun b => by
    cases h : b v <;> simp [phaseFlip, h]
  X_comm u v := LinearMap.ext fun f => funext fun b => by
    change f (flipBit v (flipBit u b)) = f (flipBit u (flipBit v b))
    congr 1; funext w; simp only [flipBit]; split_ifs <;> rfl
  Z_comm u v := LinearMap.ext fun f => funext fun b => by
    simp only [phaseFlip, Module.End.mul_apply, LinearMap.coe_mk, AddHom.coe_mk]; ring
  XZ_comm u v h := LinearMap.ext fun f => funext fun b => by
    simp [bitFlip, phaseFlip, flipBit, h.symm]
  XZ_anti v := LinearMap.ext fun f => funext fun b => by
    cases h : b v <;> simp [bitFlip, phaseFlip, flipBit, h]

/-- The two-qubit wave function equal to `-1` when both bits are set and `1` otherwise. -/
noncomputable def edgeState : (Fin 2 → Bool) → ℂ :=
  fun b => if b 0 = true ∧ b 1 = true then -1 else 1

/-- For two qubits joined by an edge, `edgeState` is non-zero and fixed by both graph-state
operators. -/
theorem edgeState_witness : edgeState ≠ 0 ∧
    ∀ v, (qubits (Fin 2)).stabilizer (⊤ : SimpleGraph (Fin 2)) v • edgeState = edgeState := by
  constructor
  · intro h
    have h0 := congrFun h (fun _ => false)
    simp [edgeState] at h0
  · intro v
    have hN : (⊤ : SimpleGraph (Fin 2)).neighborFinset v = {1 - v} := by
      ext u
      fin_cases v <;> fin_cases u <;> simp
    have hK : (qubits (Fin 2)).stabilizer (⊤ : SimpleGraph (Fin 2)) v
        = bitFlip v * phaseFlip (1 - v) := by
      simp only [PauliFamily.stabilizer, PauliFamily.generator, hN, PauliFamily.zProd,
        Finset.noncommProd_singleton]
      rfl
    rw [hK]
    funext b
    change (if flipBit v b (1 - v) = true then (-1 : ℂ) else 1) * edgeState (flipBit v b)
      = edgeState b
    fin_cases v <;> cases h0 : b 0 <;> cases h1 : b 1 <;> simp [flipBit, edgeState, h0, h1]

end GraphState
```

```lean
#print axioms GraphState.stabilizer_commute_and_sq
#print axioms GraphState.one_way_link_anticommute
#print axioms GraphState.z_error_syndrome
```

```
'GraphState.stabilizer_commute_and_sq' depends on axioms: [propext, Classical.choice, Quot.sound]
'GraphState.one_way_link_anticommute' depends on axioms: [propext, Classical.choice, Quot.sound]
'GraphState.z_error_syndrome' depends on axioms: [propext, Classical.choice, Quot.sound]
```

## What the statements say

`PauliFamily V R` holds the operators and their relations, which are assumed for a general ring `R` and proved for actual qubits in `qubits`. `generator` takes any neighbourhoods `N`; `stabilizer` takes them from a `SimpleGraph`, whose adjacency is symmetric and loop-free by definition. The `Fintype` condition on neighbour sets is local finiteness, so `V` itself may be infinite.

In `z_error_syndrome` the state lives in any module over `R`, and its being fixed by all $K_v$ is a hypothesis. `edgeState_witness` supplies such a state for two qubits joined by an edge: normalised, it is $\tfrac12(|00\rangle+|01\rangle+|10\rangle-|11\rangle)$, while the code uses amplitudes $\pm1$. Existence and uniqueness of the fixed state for a general graph are not treated, nor are bit-flip errors.

## How the proof runs

`zProd_sq` proves $Z_S^2=1$ by induction, adding one vertex at a time. `X_mul_zProd` is the sign rule, and its case `v ∈ s` splits off $Z_v$ with `Finset.insert_erase`. The `calc` block in `generator_exchange` follows the four-line display above.

In `stabilizer_commute_and_sq`, a case split on `G.Adj u v` cancels the signs, with `h.symm` supplying the reverse link. The second half uses the absence of loops to set the sign to 1. `one_way_link_anticommute` evaluates the same exchange formula with only one membership true.

`z_error_syndrome` first moves $K_v$ through $Z_S$ as an operator identity and then applies it to `ψ`. For the two-qubit state, the proof finds that the only neighbour of `v` is `1 - v` and checks every bit string.
